# The antiferromagnetic Heisenberg ring of N ≥ 3 spins 1/2 has energy at least −NJ/2

A Heisenberg ring has $N$ spins 1/2 on sites $j=0,\dots,N-1$, counted modulo $N$, with

$$H=\sum_j \mathbf S_j\cdot\mathbf S_{j+1}.$$

Spins are in units of $\hbar$ and energies in units of the antiferromagnetic coupling $J>0$. The question is how low the energy can go.

A state $\psi$ assigns a complex amplitude $\psi(\sigma)$ to each configuration $\sigma$, with 0 for spin up and 1 for spin down; $\sigma$ is not a Pauli matrix here. The inner product is $\langle\phi,\chi\rangle=\sum_\sigma\overline{\phi(\sigma)}\,\chi(\sigma)$, and $P_{ij}$ interchanges the spins at $i$ and $j$.

## Three spins bound the ring

For distinct sites $i,j,k$ and every $\psi$,

$$\langle\psi,(\mathbf S_i\cdot\mathbf S_j+\mathbf S_j\cdot\mathbf S_k+1)\psi\rangle\ge 0 .$$

Hence $\langle\psi,H\psi\rangle\ge -N/2$ for $N\ge3$ and $\langle\psi,\psi\rangle=1$. The four-site ring attains this value. The three-site ring does not: its lowest energy is $-3/4$, above $-3/2$. Anderson's method of bounding a lattice by its clusters is more general; this is its three-site case on a ring.

## A floor under variational energies

A variational energy bounds the ground-state energy from above, and $-N/2$ bounds it from below. For the spin-1/2 Hamiltonian $H$ above, with no further terms and finite $N\ge3$, an exact-diagonalisation code, or a tensor-network code that contracts its network exactly, that reports less than $-J/2$ per site, by more than rounding, has a fault such as a doubled bond, Pauli matrices used as spins, or a missing normalisation. An approximate contraction can fall below the floor through truncation error, and a Monte Carlo estimate through statistical noise.

## Derivation by two squared norms

**Exchange as interchange.** Let $F(a,b)$ be the amplitude with spins $a,b$ at $i,j$. If $a=b$, the $x$ and $y$ terms cancel and the $z$ term gives $F(a,b)/4$. If $a\ne b$, the $x$ and $y$ terms each give $F(b,a)/4$ and the $z$ term gives $-F(a,b)/4$. Both cases read

$$\mathbf S_i\cdot\mathbf S_j=\tfrac12P_{ij}-\tfrac14 .$$

**An invariant vector.** Put $u=(P_{ij}+P_{jk}+P_{ik})\psi$. If the three spins in $\sigma$ agree, $u(\sigma)=3\psi(\sigma)$. Otherwise one spin differs from the other two, and $u(\sigma)$ sums $\psi$ over its three possible positions. Either way, interchanges among the three sites leave $u$ unchanged. Since each $P$ is self-adjoint, $\langle u,u\rangle=3\langle\psi,u\rangle$.

**The sum of squares.** Put $v=\psi-P_{ik}\psi$. From $P_{ik}^2=1$, $\langle v,v\rangle=2\langle\psi,\psi\rangle-2\langle\psi,P_{ik}\psi\rangle$. Therefore

$$\begin{aligned}
\langle\psi,(\mathbf S_i\cdot\mathbf S_j+\mathbf S_j\cdot\mathbf S_k+1)\psi\rangle
&=\tfrac12\langle\psi,(P_{ij}+P_{jk}+1)\psi\rangle\\
&=\tfrac16\langle u,u\rangle+\tfrac14\langle v,v\rangle\ge0 .
\end{aligned}$$

**The ring.** Let $\langle\psi,\psi\rangle=1$. With $e_j=\langle\psi,\mathbf S_j\cdot\mathbf S_{j+1}\psi\rangle$, each consecutive triple gives $e_j+e_{j+1}+1\ge0$. Summing over $j$ counts every bond twice, so $2\langle\psi,H\psi\rangle+N\ge0$.

**Four sites.** Write each singlet, not normalised, as up–down minus down–up with the even site first. The sum of the two nearest-neighbour singlet coverings then has amplitude 2 on 0101 and 1010, $-1$ on the other four configurations with two spins up, and 0 elsewhere. Here $H=\tfrac12\sum_jP_{j,j+1}-1$. On 0101 it gives $\tfrac12(-4)-2=-4$; on 0110 it gives $\tfrac12(2-1+2-1)+1=2$. The rest follow by symmetry, so the energy is $-2$. Dividing by $\sqrt{12}$ normalises the vector.

## The Lean file

```lean
import Mathlib

open Matrix
open scoped ComplexOrder

namespace AndersonRingBound

noncomputable section

variable {ι : Type*} [DecidableEq ι]

/-- A state of spins 1/2 on the sites `ι`: a complex amplitude for each configuration,
where 0 is spin up and 1 is spin down. -/
abbrev State (ι : Type*) := (ι → Fin 2) → ℂ

/-- The x component of a spin 1/2, in units of ħ. -/
def spinX : Matrix (Fin 2) (Fin 2) ℂ := !![0, 1 / 2; 1 / 2, 0]

/-- The y component of a spin 1/2, in units of ħ. -/
def spinY : Matrix (Fin 2) (Fin 2) ℂ := !![0, -Complex.I / 2; Complex.I / 2, 0]

/-- The z component of a spin 1/2, in units of ħ. -/
def spinZ : Matrix (Fin 2) (Fin 2) ℂ := !![1 / 2, 0; 0, -1 / 2]

/-- The one-spin operator `A` acting on the spin at site `i`. -/
def onSite (A : Matrix (Fin 2) (Fin 2) ℂ) (i : ι) (ψ : State ι) : State ι :=
  fun σ => ∑ b, A (σ i) b * ψ (Function.update σ i b)

/-- The Heisenberg exchange operator `S_i · S_j` applied to a state. -/
def exchange (i j : ι) (ψ : State ι) : State ι :=
  onSite spinX i (onSite spinX j ψ) + onSite spinY i (onSite spinY j ψ)
    + onSite spinZ i (onSite spinZ j ψ)

/-- The operator that interchanges the spins at sites `i` and `j`. -/
def swapSpins (i j : ι) (ψ : State ι) : State ι :=
  fun σ => ψ (σ ∘ Equiv.swap i j)

/-- The Heisenberg Hamiltonian of a ring of `N` sites, the sum of `S_j · S_(j+1)`. -/
def ringHamiltonian (N : ℕ) [NeZero N] (ψ : State (ZMod N)) : State (ZMod N) :=
  ∑ j : ZMod N, exchange j (j + 1) ψ

/-- Dirac's exchange identity: on two different sites, `S_i · S_j` is half the
interchange of the two spins minus one quarter. -/
theorem dirac_exchange {i j : ι} (hij : i ≠ j) (ψ : State ι) :
    exchange i j ψ = (1 / 2 : ℂ) • swapSpins i j ψ - (1 / 4 : ℂ) • ψ := by
  funext σ
  -- only the amplitudes with the spins at i and j replaced matter
  obtain ⟨F, hF⟩ : ∃ F : Fin 2 → Fin 2 → ℂ, ∀ b c,
      ψ (Function.update (Function.update σ i b) j c) = F b c := ⟨_, fun _ _ => rfl⟩
  have h1 : ψ σ = F (σ i) (σ j) := by
    rw [← hF]
    simp
  have h2 : ψ (σ ∘ Equiv.swap i j) = F (σ j) (σ i) := by
    rw [← hF]
    congr 1
    funext x
    have hji := hij.symm
    by_cases hi : x = i <;> by_cases hj : x = j <;>
      simp_all [Equiv.swap_apply_def]
  have key : ∀ a b : Fin 2,
      (∑ c, spinX a c * ∑ d, spinX b d * F c d) + (∑ c, spinY a c * ∑ d, spinY b d * F c d)
        + (∑ c, spinZ a c * ∑ d, spinZ b d * F c d)
      = 1 / 2 * F b a - 1 / 4 * F a b := by
    simp only [Fin.forall_fin_two, Fin.sum_univ_two]
    refine ⟨⟨?_, ?_⟩, ?_, ?_⟩
    · simp [spinX, spinY, spinZ]
      linear_combination (F 1 1 / 4) * Complex.I_sq
    · simp [spinX, spinY, spinZ]
      linear_combination (-F 1 0 / 4) * Complex.I_sq
    · simp [spinX, spinY, spinZ]
      linear_combination (-F 0 1 / 4) * Complex.I_sq
    · simp [spinX, spinY, spinZ]
      linear_combination (F 0 0 / 4) * Complex.I_sq
  simp only [exchange, onSite, swapSpins, Pi.add_apply, Pi.sub_apply, Pi.smul_apply,
    smul_eq_mul, Function.update_of_ne hij.symm, hF, h1, h2]
  exact key (σ i) (σ j)

/-- Interchanging the same two spins twice restores the state. -/
theorem swap_swap (i j : ι) (ψ : State ι) : swapSpins i j (swapSpins i j ψ) = ψ := by
  funext σ
  change ψ ((σ ∘ Equiv.swap i j) ∘ Equiv.swap i j) = ψ σ
  congr 1
  funext x
  simp

/-- The interchange of two spins is self-adjoint. -/
theorem swap_adjoint [Fintype ι] (i j : ι) (φ χ : State ι) :
    star (swapSpins i j φ) ⬝ᵥ χ = star φ ⬝ᵥ swapSpins i j χ := by
  have hinv : Function.Involutive (fun σ : ι → Fin 2 => σ ∘ Equiv.swap i j) := by
    intro σ
    funext x
    simp
  refine Fintype.sum_equiv hinv.toPerm _ _ (fun σ => ?_)
  change star (φ (σ ∘ Equiv.swap i j)) * χ σ
    = star (φ (σ ∘ Equiv.swap i j)) * χ ((σ ∘ Equiv.swap i j) ∘ Equiv.swap i j)
  rw [show (σ ∘ Equiv.swap i j) ∘ Equiv.swap i j = σ from hinv σ]

/-- For three different sites, the sum of the three pair interchanges applied to a state of spins
1/2 is unchanged by interchanging the spins at `i` and `j`. -/
theorem swap_sum_invariant {i j k : ι} (hij : i ≠ j) (hjk : j ≠ k) (hik : i ≠ k)
    (ψ : State ι) :
    swapSpins i j (swapSpins i j ψ + swapSpins j k ψ + swapSpins i k ψ)
      = swapSpins i j ψ + swapSpins j k ψ + swapSpins i k ψ := by
  funext σ
  change ψ ((σ ∘ Equiv.swap i j) ∘ Equiv.swap i j) + ψ ((σ ∘ Equiv.swap i j) ∘ Equiv.swap j k)
      + ψ ((σ ∘ Equiv.swap i j) ∘ Equiv.swap i k)
    = ψ (σ ∘ Equiv.swap i j) + ψ (σ ∘ Equiv.swap j k) + ψ (σ ∘ Equiv.swap i k)
  have hji := hij.symm
  have hkj := hjk.symm
  have hki := hik.symm
  -- two of three spins 1/2 always point the same way
  have pigeon : ∀ a b c : Fin 2, a = b ∨ b = c ∨ a = c := by decide
  rcases pigeon (σ i) (σ j) (σ k) with h | h | h
  · have e : σ ∘ Equiv.swap i j = σ := by
      funext x
      by_cases hi : x = i <;> by_cases hj : x = j <;> simp_all [Equiv.swap_apply_def]
    simp only [e]
  · have e1 : (σ ∘ Equiv.swap i j) ∘ Equiv.swap i j = σ ∘ Equiv.swap j k := by
      funext x
      by_cases hi : x = i <;> by_cases hj : x = j <;> by_cases hk : x = k <;>
        simp_all [Equiv.swap_apply_def]
    have e2 : (σ ∘ Equiv.swap i j) ∘ Equiv.swap j k = σ ∘ Equiv.swap i k := by
      funext x
      by_cases hi : x = i <;> by_cases hj : x = j <;> by_cases hk : x = k <;>
        simp_all [Equiv.swap_apply_def]
    have e3 : (σ ∘ Equiv.swap i j) ∘ Equiv.swap i k = σ ∘ Equiv.swap i j := by
      funext x
      by_cases hi : x = i <;> by_cases hj : x = j <;> by_cases hk : x = k <;>
        simp_all [Equiv.swap_apply_def]
    rw [e1, e2, e3]
    ring
  · have e1 : (σ ∘ Equiv.swap i j) ∘ Equiv.swap i j = σ ∘ Equiv.swap i k := by
      funext x
      by_cases hi : x = i <;> by_cases hj : x = j <;> by_cases hk : x = k <;>
        simp_all [Equiv.swap_apply_def]
    have e2 : (σ ∘ Equiv.swap i j) ∘ Equiv.swap j k = σ ∘ Equiv.swap i j := by
      funext x
      by_cases hi : x = i <;> by_cases hj : x = j <;> by_cases hk : x = k <;>
        simp_all [Equiv.swap_apply_def]
    have e3 : (σ ∘ Equiv.swap i j) ∘ Equiv.swap i k = σ ∘ Equiv.swap j k := by
      funext x
      by_cases hi : x = i <;> by_cases hj : x = j <;> by_cases hk : x = k <;>
        simp_all [Equiv.swap_apply_def]
    rw [e1, e2, e3]
    ring

/-- For three different sites, `S_i · S_j + S_j · S_k + 1` has a real and nonnegative
expectation value in every state. -/
theorem three_spin_nonneg [Fintype ι] {i j k : ι} (hij : i ≠ j) (hjk : j ≠ k) (hik : i ≠ k)
    (ψ : State ι) :
    0 ≤ star ψ ⬝ᵥ (exchange i j ψ + exchange j k ψ + ψ) := by
  have c : ∀ a b : ι, swapSpins a b ψ = swapSpins b a ψ := by
    intro a b
    unfold swapSpins
    rw [Equiv.swap_comm]
  obtain ⟨u, hu⟩ : ∃ u, u = swapSpins i j ψ + swapSpins j k ψ + swapSpins i k ψ := ⟨_, rfl⟩
  have h1 : swapSpins i j u = u := by
    rw [hu]
    exact swap_sum_invariant hij hjk hik ψ
  have h2 : swapSpins j k u = u := by
    have e : swapSpins j k ψ + swapSpins k i ψ + swapSpins j i ψ = u := by
      rw [hu, c k i, c j i]
      abel
    have h := swap_sum_invariant hjk hik.symm hij.symm ψ
    rwa [e] at h
  have h3 : swapSpins i k u = u := by
    have e : swapSpins i k ψ + swapSpins k j ψ + swapSpins i j ψ = u := by
      rw [hu, c k j]
      abel
    have h := swap_sum_invariant hik hjk.symm hij ψ
    rwa [e] at h
  have hU : star u ⬝ᵥ u = 3 * (star ψ ⬝ᵥ u) := by
    have h : star (swapSpins i j ψ + swapSpins j k ψ + swapSpins i k ψ) ⬝ᵥ u
        = 3 * (star ψ ⬝ᵥ u) := by
      rw [star_add, star_add, add_dotProduct, add_dotProduct, swap_adjoint, swap_adjoint,
        swap_adjoint, h1, h2, h3]
      ring
    rwa [← hu] at h
  have hV : star (ψ - swapSpins i k ψ) ⬝ᵥ (ψ - swapSpins i k ψ)
      = 2 * (star ψ ⬝ᵥ ψ - star ψ ⬝ᵥ swapSpins i k ψ) := by
    simp only [star_sub, sub_dotProduct, dotProduct_sub, swap_adjoint, swap_swap]
    ring
  -- the expectation value is a sum of two squared norms
  have key : star ψ ⬝ᵥ (exchange i j ψ + exchange j k ψ + ψ)
      = ((1 / 6 : ℝ) : ℂ) * (star u ⬝ᵥ u) + ((1 / 4 : ℝ) : ℂ) *
        (star (ψ - swapSpins i k ψ) ⬝ᵥ (ψ - swapSpins i k ψ)) := by
    rw [hU, hV, hu, dirac_exchange hij, dirac_exchange hjk]
    simp only [dotProduct_add, dotProduct_sub, dotProduct_smul, smul_eq_mul]
    push_cast
    ring
  rw [key]
  exact add_nonneg
    (mul_nonneg (Complex.zero_le_real.mpr (by norm_num)) (dotProduct_star_self_nonneg _))
    (mul_nonneg (Complex.zero_le_real.mpr (by norm_num)) (dotProduct_star_self_nonneg _))

/-- Anderson's lower bound: in every unit vector the energy of the Heisenberg ring with
`N ≥ 3` spins 1/2 is real and at least `-N/2`. -/
theorem anderson_ring_bound (N : ℕ) [NeZero N] (hN : 3 ≤ N) (ψ : State (ZMod N))
    (hψ : star ψ ⬝ᵥ ψ = 1) :
    -(N : ℂ) / 2 ≤ star ψ ⬝ᵥ ringHamiltonian N ψ := by
  have nz : ∀ m : ℕ, 0 < m → m < 3 → (m : ZMod N) ≠ 0 := by
    intro m h0 h3 h
    have := Nat.le_of_dvd h0 ((CharP.cast_eq_zero_iff (ZMod N) N m).mp h)
    omega
  have n1 : ∀ j : ZMod N, j ≠ j + 1 := fun j h =>
    nz 1 (by norm_num) (by norm_num) (by push_cast; linear_combination -h)
  have n2 : ∀ j : ZMod N, j ≠ j + 1 + 1 := fun j h =>
    nz 2 (by norm_num) (by norm_num) (by push_cast; linear_combination -h)
  obtain ⟨e, he⟩ : ∃ e : ZMod N → ℂ, ∀ j, star ψ ⬝ᵥ exchange j (j + 1) ψ = e j :=
    ⟨_, fun _ => rfl⟩
  have hpos : ∀ j, 0 ≤ e j + e (j + 1) + 1 := by
    intro j
    have h := three_spin_nonneg (n1 j) (n1 (j + 1)) (n2 j) ψ
    rwa [dotProduct_add, dotProduct_add, hψ, he, he] at h
  have hE : star ψ ⬝ᵥ ringHamiltonian N ψ = ∑ j, e j := by
    simp only [← he, ringHamiltonian, dotProduct, Finset.sum_apply, Finset.mul_sum]
    exact Finset.sum_comm
  -- summed over the ring, the triples count every bond twice
  have hshift : ∑ j, e (j + 1) = ∑ j, e j := Equiv.sum_comp (Equiv.addRight (1 : ZMod N)) e
  have hsum : 0 ≤ ∑ j, (e j + e (j + 1) + 1) := Finset.sum_nonneg (fun j _ => hpos j)
  have htot : ∑ j, (e j + e (j + 1) + 1) = 2 * ∑ j, e j + N := by
    rw [Finset.sum_add_distrib, Finset.sum_add_distrib, hshift]
    simp [ZMod.card]
    ring
  rw [htot] at hsum
  have hhalf : (0 : ℂ) ≤ ((1 / 2 : ℝ) : ℂ) := Complex.zero_le_real.mpr (by norm_num)
  rw [hE, ← sub_nonneg]
  convert mul_nonneg hhalf hsum using 1
  push_cast
  ring

/-- The sum of the two coverings of a four-site ring by nearest-neighbour singlets,
not normalised. -/
def valenceBond : State (ZMod 4) := fun σ =>
  (((σ 1).val : ℂ) - (σ 0).val) * ((σ 3).val - (σ 2).val)
    + ((σ 3).val - (σ 0).val) * ((σ 1).val - (σ 2).val)

/-- The bound `-N/2` is attained for `N = 4`: the sum of the two singlet coverings is a
nonzero eigenvector of the four-site ring with energy `-2`. -/
theorem four_ring_sharp :
    valenceBond ≠ 0 ∧ ringHamiltonian 4 valenceBond = (-2 : ℂ) • valenceBond := by
  constructor
  · intro h
    -- the alternating configuration has amplitude 2
    have h0 := congrFun h (fun x => if x = 0 ∨ x = 2 then 0 else 1)
    have a1 : ¬((1 : ZMod 4) = 0 ∨ (1 : ZMod 4) = 2) := by decide
    have a3 : ¬((3 : ZMod 4) = 0 ∨ (3 : ZMod 4) = 2) := by decide
    simp only [valenceBond, if_neg a1, if_neg a3, true_or, or_true, if_true,
      Pi.zero_apply] at h0
    norm_num at h0
  · have hs : ∀ f : ZMod 4 → ℂ, ∑ j, f j = f 0 + f 1 + f 2 + f 3 :=
      fun f => Fin.sum_univ_four f
    have hne : ∀ j : ZMod 4, j ≠ j + 1 := by decide
    have s0 : (0 : ZMod 4) + 1 = 1 := by decide
    have s1 : (1 : ZMod 4) + 1 = 2 := by decide
    have s2 : (2 : ZMod 4) + 1 = 3 := by decide
    have s3 : (3 : ZMod 4) + 1 = 0 := by decide
    funext σ
    simp only [ringHamiltonian, Finset.sum_apply, dirac_exchange (hne _), hs, s0, s1, s2, s3,
      Pi.sub_apply, Pi.smul_apply, smul_eq_mul, swapSpins, valenceBond, Function.comp_apply]
    simp (decide := true) only [Equiv.swap_apply_def, if_true, if_false]
    ring

end

end AndersonRingBound
```

```lean
#print axioms AndersonRingBound.anderson_ring_bound
#print axioms AndersonRingBound.four_ring_sharp
```

```
'AndersonRingBound.anderson_ring_bound' depends on axioms: [propext, Classical.choice, Quot.sound]
'AndersonRingBound.four_ring_sharp' depends on axioms: [propext, Classical.choice, Quot.sound]
```

## From the theorems to a ring code

`three_spin_nonneg` holds on any finite set of sites, without normalisation. In `anderson_ring_bound`, `ZMod N` is the ring, `hψ` the normalisation and `star ψ ⬝ᵥ ringHamiltonian N ψ` the energy. The order on ℂ makes `≤` include that the energy is real. `four_ring_sharp` shows attainment for $N=4$ only.

In the proof, `dirac_exchange` checks the four spin pairs, and `swap_adjoint` reindexes the sum over configurations. `swap_sum_invariant` splits on which two spins agree (`pigeon`). The sum of squares is `key` in `three_spin_nonneg`. For the ring, `n1` and `n2` show that the three sites of each consecutive triple are distinct, and `hshift` matches the two bond sums. For four sites, `ring` checks the eigenvalue equation as a polynomial identity.

The condition `hN` has to exclude $N=2$. There the sum visits the same pair twice, so $H=2\,\mathbf S_0\cdot\mathbf S_1$, and the normalised singlet has energy $-3/2$, below $-1$.

That a program's matrix, with its bond list, signs and couplings, represents this $H$ remains to be checked separately.
